# Relaxed McWeeny purification keeps occupations in [0,1] exactly when −8 ≤ w ≤ 1

Density-matrix purification replaces an approximate one-particle density matrix by a polynomial in itself, to drive its eigenvalues, the occupation numbers (normalised so that a filled orbital has occupation 1), towards 0 or 1. If a parameter \(w\) scales the correction, one can ask for which values occupations stay in \([0,1]\). For a Hermitian matrix in an orthonormal basis the polynomial acts on each eigenvalue separately, so the question concerns one real function:

\[ g_w(x)=x+w\,x(1-x)(2x-1). \]

The results bear on the choice of \(w\) in a scheme of this form, for exact arithmetic on single eigenvalues; matrices, truncation and rounding are not modelled. Staying in \([0,1]\) is not the same as being purified: convergence to 0 or 1 is shown below only for \(0<w\le1\). The slope of \(g_w\) at 0 and at 1 is \(1-w\). For \(w<0\) the step therefore moves occupations near 0 or 1 away from these values and does not purify, while for \(1<w<2\) both points still attract nearby values although \([0,1]\) is left. These two remarks are not formalised here.

```lean
import Mathlib

open Filter Topology

namespace RelaxedPurification
```

In Lean, \(g_w\) is `relaxedStep w`, with \(w\) and \(x\) real, and the physical interval is `Set.Icc 0 1`.

```lean
/-- One relaxed purification step with relaxation parameter `w`, acting on an
occupation number `x`. -/
def relaxedStep (w x : ℝ) : ℝ := x + w * (x * (1 - x) * (2 * x - 1))
```

**(a)** Show that \(w=1\) gives the McWeeny polynomial.

Since \(x(1-x)(2x-1)=-x+3x^2-2x^3\), adding \(x\) leaves \(3x^2-2x^3\). In Lean, `ring` does the expansion.

```lean
/-- At `w = 1` the relaxed step is the McWeeny polynomial. -/
theorem relaxedStep_one (x : ℝ) : relaxedStep 1 x = 3 * x ^ 2 - 2 * x ^ 3 := by
  unfold relaxedStep
  ring
```

**(b)** Let \(w>1\). Show that every \(x\) with \(0<x<(w-1)/(3w)\) becomes negative.

Factor \(g_w(x)=x\,(1-w+3wx-2wx^2)\). The assumption gives \(3wx<w-1\), and \(-2wx^2\le 0\), so the bracket is negative (`h3`). The threshold \((w-1)/(3w)\) is sufficient but not sharp: the bracket is still negative at that point, so slightly larger occupations also become negative.

The symmetry \(g_w(1-x)=1-g_w(x)\) gives the neighbouring statement for holes: occupations below 1 by less than the same threshold are sent above 1.

```lean
/-- For `w > 1`, every positive occupation below the threshold `(w - 1) / (3 w)`
is sent to a negative value. -/
theorem overshoot {w x : ℝ} (hw : 1 < w) (hx : 0 < x) (hs : x < (w - 1) / (3 * w)) :
    relaxedStep w x < 0 := by
  have hs' : x * (3 * w) < w - 1 := (lt_div_iff₀ (by linarith)).mp hs
  have h2 : 0 ≤ w * x ^ 2 := mul_nonneg (by linarith) (sq_nonneg x)
  have h3 : 1 - w + 3 * w * x - 2 * (w * x ^ 2) < 0 := by linarith
  have h4 : relaxedStep w x = x * (1 - w + 3 * w * x - 2 * (w * x ^ 2)) := by
    unfold relaxedStep
    ring
  rw [h4]
  exact mul_neg_of_pos_of_neg hx h3
```

**(c)** Deduce that for \(w>1\) some occupation in \([0,1]\) becomes negative.

The threshold is positive, and at most 1 because \(w-1\le 3w\). Half of it lies in \([0,1]\) and satisfies (b).

```lean
/-- For `w > 1` some occupation in `[0,1]` is sent to a negative value. -/
theorem exists_overshoot {w : ℝ} (hw : 1 < w) :
    ∃ x ∈ Set.Icc (0 : ℝ) 1, relaxedStep w x < 0 := by
  have hw0 : 0 < w := by linarith
  have hpos : 0 < (w - 1) / (3 * w) := div_pos (by linarith) (by linarith)
  have hle : (w - 1) / (3 * w) ≤ 1 := (div_le_iff₀ (by linarith)).mpr (by linarith)
  exact ⟨(w - 1) / (3 * w) / 2, ⟨by linarith, by linarith⟩,
    overshoot hw (by linarith) (by linarith)⟩
```

**(d)** Show that \(g_w\) preserves the order of occupations in \([0,1]\) if and only if \(-2\le w\le 1\).

`MonotoneOn` means that \(x\le y\) implies \(g_w(x)\le g_w(y)\) on the interval; equality is allowed. Write

\[ g_w(y)-g_w(x)=(y-x)(1+wq),\quad q=3(x+y)-2(x^2+xy+y^2)-1. \]

Then \(-1\le q\le\tfrac12\), because

\[ q+1=2x(1-x)+2y(1-y)+x(1-y)+y(1-x)\ge 0, \]
\[ \tfrac12-q=\tfrac32(x+y-1)^2+\tfrac12(x-y)^2\ge 0. \]

Hence \(1+wq\ge 1-w\ge0\) for \(0\le w\le1\), and \(1+wq\ge 1+w/2\ge0\) for \(-2\le w\le0\).

Conversely, if \(w>1\), the point from (c) has a negative image while \(g_w(0)=0\), so order fails. If \(w<-2\), put \(t=(w+2)/(2w)=\tfrac12+1/w\), so \(0<t<\tfrac12\). Using \(wt=(w+2)/2\),

\[ g_w(\tfrac12+t)-g_w(\tfrac12-t)=2t\left(1+\tfrac w2-2wt^2\right)=2t(w+2)(\tfrac12-t)<0. \]

In the code, `hq1` and `hq2` bound \(q\); `nlinarith` receives the products and squares above.

```lean
/-- The relaxed step preserves the order of occupation numbers in `[0,1]` exactly
when `-2 ≤ w ≤ 1`. -/
theorem monotoneOn_iff (w : ℝ) :
    MonotoneOn (relaxedStep w) (Set.Icc 0 1) ↔ -2 ≤ w ∧ w ≤ 1 := by
  constructor
  · intro h
    constructor
    · by_contra hw
      have hw' : w < -2 := not_le.mp hw
      -- the step reverses the order of the two occupations 1/2 - t and 1/2 + t
      obtain ⟨t, ht⟩ : ∃ t : ℝ, t = (w + 2) / (2 * w) := ⟨_, rfl⟩
      have hwt : w * t = (w + 2) / 2 := by
        have hne : w ≠ 0 := by linarith
        rw [ht]
        field_simp
      have ht0 : 0 < t := by
        rw [ht]
        exact div_pos_of_neg_of_neg (by linarith) (by linarith)
      have ht1 : t < 1 / 2 := by
        by_contra hc
        have hc' : 1 / 2 ≤ t := not_lt.mp hc
        nlinarith
      have hm := h (a := 1 / 2 - t) ⟨by linarith, by linarith⟩
        (b := 1 / 2 + t) ⟨by linarith, by linarith⟩ (by linarith)
      have hd : relaxedStep w (1 / 2 + t) - relaxedStep w (1 / 2 - t)
          = 2 * t * ((w + 2) * (1 / 2 - t)) := by
        unfold relaxedStep
        linear_combination (-4 * t ^ 2) * hwt
      have hneg : 2 * t * ((w + 2) * (1 / 2 - t)) < 0 :=
        mul_neg_of_pos_of_neg (by linarith)
          (mul_neg_of_neg_of_pos (by linarith) (by linarith))
      linarith
    · by_contra hw
      obtain ⟨x, hx, hneg⟩ := exists_overshoot (not_le.mp hw)
      have hm := h (a := 0) ⟨le_refl _, zero_le_one⟩ hx hx.1
      have h0 : relaxedStep w 0 = 0 := by simp [relaxedStep]
      linarith
  · rintro ⟨h1, h2⟩ x ⟨hx0, hx1⟩ y ⟨hy0, hy1⟩ hxy
    -- the difference quotient is 1 + w q with -1 ≤ q ≤ 1/2
    obtain ⟨q, hq⟩ : ∃ q : ℝ, q = 3 * (x + y) - 2 * (x ^ 2 + x * y + y ^ 2) - 1 := ⟨_, rfl⟩
    have hq1 : 0 ≤ q + 1 := by
      rw [hq]
      nlinarith [mul_nonneg hx0 (sub_nonneg.mpr hx1), mul_nonneg hy0 (sub_nonneg.mpr hy1),
        mul_nonneg hx0 (sub_nonneg.mpr hy1), mul_nonneg hy0 (sub_nonneg.mpr hx1)]
    have hq2 : 0 ≤ 1 / 2 - q := by
      rw [hq]
      nlinarith [sq_nonneg (x + y - 1), sq_nonneg (x - y)]
    have hslope : 0 ≤ 1 + w * q := by
      rcases le_total 0 w with hw | hw
      · nlinarith [mul_nonneg hw hq1]
      · nlinarith [mul_nonneg (neg_nonneg.mpr hw) hq2]
    have hd : relaxedStep w y - relaxedStep w x = (y - x) * (1 + w * q) := by
      rw [hq]
      unfold relaxedStep
      ring
    have := mul_nonneg (sub_nonneg.mpr hxy) hslope
    linarith
```

**(e)** Show that \(g_w\) maps \([0,1]\) into itself if and only if \(-8\le w\le1\).

This is `Set.MapsTo`. Write \(g_w(x)=x(1+ws)\) with \(s=(1-x)(2x-1)\). Here \(s+1=x(3-2x)\ge0\) and \(\tfrac18-s=2(x-\tfrac34)^2\ge0\). So \(1+ws\) is at least \(1-w\) for \(w\ge0\) and at least \(1+w/8\) for \(w\le0\), which gives \(g_w(x)\ge0\). Applying this to the hole occupation \(1-x\) gives \(g_w(x)=1-g_w(1-x)\le1\).

Conversely, \(g_w(\tfrac34)=\tfrac34+\tfrac{3w}{32}\ge0\) forces \(w\ge-8\), and (c) excludes \(w>1\).

```lean
/-- The relaxed step maps the physical interval `[0,1]` of occupation numbers into
itself exactly when `-8 ≤ w ≤ 1`. -/
theorem mapsTo_iff (w : ℝ) :
    Set.MapsTo (relaxedStep w) (Set.Icc 0 1) (Set.Icc 0 1) ↔ -8 ≤ w ∧ w ≤ 1 := by
  constructor
  · intro h
    constructor
    · -- the occupation 3/4 gives the lower limit
      have h34 := (h (x := 3 / 4) ⟨by norm_num, by norm_num⟩).1
      unfold relaxedStep at h34
      linarith
    · by_contra hw
      obtain ⟨x, hx, hneg⟩ := exists_overshoot (not_le.mp hw)
      have := (h hx).1
      linarith
  · rintro ⟨h1, h2⟩ x ⟨hx0, hx1⟩
    have key : ∀ y : ℝ, 0 ≤ y → y ≤ 1 → 0 ≤ relaxedStep w y := by
      intro y hy0 hy1
      have hq1 : 0 ≤ (1 - y) * (2 * y - 1) + 1 := by
        nlinarith [mul_nonneg hy0 (sub_nonneg.mpr hy1)]
      have hq2 : 0 ≤ 1 / 8 - (1 - y) * (2 * y - 1) := by
        nlinarith [sq_nonneg (y - 3 / 4)]
      have hfac : 0 ≤ 1 + w * ((1 - y) * (2 * y - 1)) := by
        rcases le_total 0 w with hw | hw
        · linarith [mul_nonneg hw hq1]
        · linarith [mul_nonneg (neg_nonneg.mpr hw) hq2]
      have := mul_nonneg hy0 hfac
      unfold relaxedStep
      linarith
    -- the upper bound is the lower bound for the hole occupation 1 - x
    have hhole := key (1 - x) (by linarith) (by linarith)
    have hsym : relaxedStep w (1 - x) = 1 - relaxedStep w x := by
      unfold relaxedStep
      ring
    exact ⟨key x hx0 hx1, by linarith⟩
```

**(f)** Show that \(w=1\) is the greatest parameter that keeps occupations in \([0,1]\).

`IsGreatest` requires that 1 belongs to the set of such parameters and bounds it above. Both follow from (e).

```lean
/-- The value `w = 1` is the greatest relaxation parameter for which the step keeps
all occupation numbers in `[0,1]`. -/
theorem mcWeeny_isGreatest :
    IsGreatest {w : ℝ | Set.MapsTo (relaxedStep w) (Set.Icc 0 1) (Set.Icc 0 1)} 1 :=
  ⟨(mapsTo_iff 1).mpr ⟨by norm_num, le_refl _⟩, fun w hw => ((mapsTo_iff w).mp hw).2⟩
```

**(g)** Let \(0<w\le1\), \(0\le x<\tfrac12\) and \(r=1-w(1-x)(1-2x)\). Show that \(0\le g_w^{n}(x)\le r^n x\), where \(g_w^n\) is the \(n\)-fold iterate.

Since \(0<(1-x)(1-2x)\le1\), we have \(0\le r<1\). The case \(n=0\) is immediate. Suppose \(y=g_w^n(x)\) satisfies the bound; then \(0\le y\le x\). Now \(g_w(y)=y\,[1-w(1-y)(1-2y)]\), whose bracket is nonnegative, and at most \(r\) because

\[ (1-y)(1-2y)-(1-x)(1-2x)=(x-y)(3-2(x+y))\ge0. \]

Therefore \(0\le g_w(y)\le ry\le r^{n+1}x\). The comparison of brackets is `hcmp`. The ratio \(r\) gives an upper bound, not the actual rate: for \(w=1\) one has \(g_1(y)\le 3y^2\) when \(y\ge0\), so the decay near 0 is quadratic.

```lean
/-- For `0 < w ≤ 1`, an occupation `x` in `[0,1/2)` stays nonnegative under repeated
steps and is bounded by a geometric sequence with ratio `1 - w (1 - x) (1 - 2 x)`. -/
theorem iterate_bound {w x : ℝ} (hw : 0 < w) (hw1 : w ≤ 1) (hx : 0 ≤ x) (hx2 : x < 1 / 2)
    (n : ℕ) : 0 ≤ (relaxedStep w)^[n] x ∧
      (relaxedStep w)^[n] x ≤ (1 - w * ((1 - x) * (1 - 2 * x))) ^ n * x := by
  have fac : ∀ y : ℝ, 0 ≤ y → y < 1 / 2 → 0 ≤ 1 - w * ((1 - y) * (1 - 2 * y)) := by
    intro y hy hy2
    have hp : 0 ≤ (1 - y) * (1 - 2 * y) := mul_nonneg (by linarith) (by linarith)
    have hp1 : (1 - y) * (1 - 2 * y) ≤ 1 := by nlinarith
    linarith [mul_nonneg (sub_nonneg.mpr hw1) hp]
  have hr0 := fac x hx hx2
  have hr1 : 1 - w * ((1 - x) * (1 - 2 * x)) ≤ 1 := by
    have : 0 ≤ w * ((1 - x) * (1 - 2 * x)) :=
      mul_nonneg hw.le (mul_nonneg (by linarith) (by linarith))
    linarith
  generalize hr : 1 - w * ((1 - x) * (1 - 2 * x)) = r at hr0 hr1 ⊢
  induction n with
  | zero => simp [hx]
  | succ n ih =>
    rw [Function.iterate_succ_apply']
    generalize (relaxedStep w)^[n] x = y at ih ⊢
    obtain ⟨hy, hyr⟩ := ih
    have hyx : y ≤ x := hyr.trans (mul_le_of_le_one_left hx (pow_le_one₀ hr0 hr1))
    have hstep : relaxedStep w y = y * (1 - w * ((1 - y) * (1 - 2 * y))) := by
      unfold relaxedStep
      ring
    -- the contraction factor only improves as the occupation shrinks
    have hcmp : 1 - w * ((1 - y) * (1 - 2 * y)) ≤ r := by
      have h := mul_nonneg hw.le (mul_nonneg (sub_nonneg.mpr hyx)
        (show 0 ≤ 3 - 2 * (x + y) by linarith))
      rw [← hr]
      linarith
    rw [hstep]
    refine ⟨mul_nonneg hy (fac y hy (by linarith)), ?_⟩
    calc y * (1 - w * ((1 - y) * (1 - 2 * y))) ≤ y * r := mul_le_mul_of_nonneg_left hcmp hy
      _ ≤ (r ^ n * x) * r := mul_le_mul_of_nonneg_right hyr hr0
      _ = r ^ (n + 1) * x := by ring
```

**(h)** For \(0<w\le1\), show that iteration sends occupations in \([0,\tfrac12)\) to 0 and those in \((\tfrac12,1]\) to 1.

In the first case \(r<1\), so \(r^nx\to0\) and (g) squeezes the iterates to 0 (`squeeze_zero`). In the second, induction on the symmetry gives \(g_w^n(x)=1-g_w^n(1-x)\), and the hole occupation tends to 0.

In the limiting case \(w=0\) the map is the identity and nothing is purified; \(x=\tfrac12\) is fixed for every \(w\).

```lean
/-- For `0 < w ≤ 1`, repeated steps send every occupation in `[0,1/2)` to `0` and
every occupation in `(1/2,1]` to `1`. -/
theorem iterate_tendsto {w : ℝ} (hw : 0 < w) (hw1 : w ≤ 1) :
    (∀ x : ℝ, 0 ≤ x → x < 1 / 2 →
      Tendsto (fun n : ℕ => (relaxedStep w)^[n] x) atTop (𝓝 0)) ∧
    (∀ x : ℝ, 1 / 2 < x → x ≤ 1 →
      Tendsto (fun n : ℕ => (relaxedStep w)^[n] x) atTop (𝓝 1)) := by
  have low : ∀ x : ℝ, 0 ≤ x → x < 1 / 2 →
      Tendsto (fun n : ℕ => (relaxedStep w)^[n] x) atTop (𝓝 0) := by
    intro x hx hx2
    have hp : 0 < (1 - x) * (1 - 2 * x) := mul_pos (by linarith) (by linarith)
    have hp1 : (1 - x) * (1 - 2 * x) ≤ 1 := by nlinarith
    have hr0 : 0 ≤ 1 - w * ((1 - x) * (1 - 2 * x)) := by
      linarith [mul_nonneg (sub_nonneg.mpr hw1) hp.le]
    have hr1 : 1 - w * ((1 - x) * (1 - 2 * x)) < 1 := by linarith [mul_pos hw hp]
    have hlim := (tendsto_pow_atTop_nhds_zero_of_lt_one hr0 hr1).mul_const x
    rw [zero_mul] at hlim
    exact squeeze_zero (fun n => (iterate_bound hw hw1 hx hx2 n).1)
      (fun n => (iterate_bound hw hw1 hx hx2 n).2) hlim
  refine ⟨low, fun x hx hx1 => ?_⟩
  -- follow the hole occupation 1 - x, which decays to zero
  have hsym : ∀ n : ℕ, (relaxedStep w)^[n] x = 1 - (relaxedStep w)^[n] (1 - x) := by
    intro n
    induction n with
    | zero => simp
    | succ n ih =>
      rw [Function.iterate_succ_apply', Function.iterate_succ_apply', ih]
      unfold relaxedStep
      ring
  have hlim := (low (1 - x) (by linarith) (by linarith)).const_sub 1
  rw [sub_zero] at hlim
  exact hlim.congr (fun n => (hsym n).symm)

end RelaxedPurification
```

```lean
#print axioms RelaxedPurification.relaxedStep_one
#print axioms RelaxedPurification.monotoneOn_iff
#print axioms RelaxedPurification.mcWeeny_isGreatest
#print axioms RelaxedPurification.iterate_tendsto
```

```
'RelaxedPurification.relaxedStep_one' depends on axioms: [propext, Classical.choice, Quot.sound]
'RelaxedPurification.monotoneOn_iff' depends on axioms: [propext, Classical.choice, Quot.sound]
'RelaxedPurification.mcWeeny_isGreatest' depends on axioms: [propext, Classical.choice, Quot.sound]
'RelaxedPurification.iterate_tendsto' depends on axioms: [propext, Classical.choice, Quot.sound]
```
